# For a fixed real symmetric Hamiltonian, every local minimum of Tr(HQ) over N-electron projectors is global

Orbitals are real vectors $u$ in a finite orthonormal basis indexed by `n`, and $H$ is a real symmetric matrix. In Lean, `u ⬝ᵥ v` is the scalar product $u\cdot v$, `H *ᵥ v` is $Hv$, and `vecMulVec u u` is $uu^T$.

```lean
import Mathlib

open Matrix Filter Topology

namespace DirectMinimization

noncomputable section

variable {n : Type*} [Fintype n]
```

The density matrix of an $N$-electron determinant is an orthogonal projector: $P^T=P$, $P^2=P$, $\operatorname{Tr}P=N$. The trace of a projector is its rank, and each orbital holds one electron.

```lean
/-- The `N`-electron density matrices of single determinants: real symmetric idempotent
matrices of trace `N`. -/
def projectors (N : ℕ) : Set (Matrix n n ℝ) :=
  {P | P.IsSymm ∧ P * P = P ∧ P.trace = N}
```

Let $u\neq0$ be an occupied orbital, and let $w\neq0$ be orthogonal to every occupied orbital that is orthogonal to $u$. Replacing $u$ by $w$ gives
$$P'=P-\frac{uu^T}{u\cdot u}+\frac{ww^T}{w\cdot w}.$$

```lean
/-- The matrix `P - uuᵀ/(u·u) + wwᵀ/(w·w)`. For a projector `P`, a nonzero occupied `u` and a
nonzero `w` orthogonal to the other occupied orbitals (those orthogonal to `u`), it is the density
matrix after `u` is replaced by `w`. -/
def exchange (P : Matrix n n ℝ) (u w : n → ℝ) : Matrix n n ℝ :=
  P - (u ⬝ᵥ u)⁻¹ • vecMulVec u u + (w ⬝ᵥ w)⁻¹ • vecMulVec w w
```

Occupied orbitals satisfy $Pu=u$ and virtual ones $Pv=0$. The aufbau condition requires, for every such pair, $u\cdot Hv=0$ and, when both are nonzero,
$$\frac{u\cdot Hu}{u\cdot u}\le\frac{v\cdot Hv}{v\cdot v}.$$
The code multiplies out the denominators, so orbitals need not be normalised.

```lean
/-- The aufbau condition: `H` does not couple occupied orbitals `u` to virtual orbitals `v`, and
no occupied orbital has a higher mean energy than a virtual one (written without division). -/
def IsAufbau (H P : Matrix n n ℝ) : Prop :=
  ∀ u v : n → ℝ, P *ᵥ u = u → P *ᵥ v = 0 →
    u ⬝ᵥ H *ᵥ v = 0 ∧ (u ⬝ᵥ H *ᵥ u) * (v ⬝ᵥ v) ≤ (v ⬝ᵥ H *ᵥ v) * (u ⬝ᵥ u)
```

## Exchanging an orbital gives an N-electron projector again

For symmetric $A$, $x\cdot Ay=y\cdot Ax$.

```lean
/-- A real symmetric matrix has symmetric matrix elements between any two orbitals. -/
theorem element_symm {A : Matrix n n ℝ} (hA : A.IsSymm) (x y : n → ℝ) :
    x ⬝ᵥ A *ᵥ y = y ⬝ᵥ A *ᵥ x := by
  rw [Matrix.dotProduct_mulVec, ← Matrix.mulVec_transpose, hA.eq, dotProduct_comm]
```

Let $Pu=u\neq0$ and $Pw=u$. Then $w\neq0$, and $w\cdot u=w\cdot Pu=Pw\cdot u=u\cdot u$. Put $R=P-uu^T/(u\cdot u)$. This is symmetric, $R^2=R$, and $Rw=u-u=0$. Adding the projector onto $w$ therefore gives a projector again, with trace $N-1+1=N$. Lean expands the whole square at once and closes it with `linear_combination`, using the same scalar products.

```lean
/-- Replacing a nonzero occupied orbital `u` by an orbital `w` whose occupied part is `u` gives
again an `N`-electron projector. -/
theorem exchange_mem {N : ℕ} {P : Matrix n n ℝ} (hP : P ∈ projectors N) {u w : n → ℝ}
    (hu : P *ᵥ u = u) (hw : P *ᵥ w = u) (h0 : u ≠ 0) : exchange P u w ∈ projectors N := by
  obtain ⟨hs, hi, ht⟩ := hP
  have hα : (u ⬝ᵥ u)⁻¹ * (u ⬝ᵥ u) = 1 :=
    inv_mul_cancel₀ fun h => h0 (dotProduct_self_eq_zero.1 h)
  have hβ : (w ⬝ᵥ w)⁻¹ * (w ⬝ᵥ w) = 1 := inv_mul_cancel₀ fun h => h0 (by
    rw [← hw, dotProduct_self_eq_zero.1 h, mulVec_zero])
  have hwu : w ⬝ᵥ u = u ⬝ᵥ u := by
    have h := element_symm hs w u
    rwa [hu, hw] at h
  have huw : u ⬝ᵥ w = u ⬝ᵥ u := by rw [dotProduct_comm, hwu]
  have hL (a b : n → ℝ) : P * vecMulVec a b = vecMulVec (P *ᵥ a) b := mul_vecMulVec P a b
  have hR (a b : n → ℝ) : vecMulVec a b * P = vecMulVec a (P *ᵥ b) := by
    rw [vecMulVec_mul, ← mulVec_transpose, hs.eq]
  have hV (a b c d : n → ℝ) :
      vecMulVec a b * vecMulVec c d = (b ⬝ᵥ c) • vecMulVec a d := by
    ext i j
    simp only [mul_apply, vecMulVec_apply, Matrix.smul_apply, smul_eq_mul, dotProduct,
      Finset.sum_mul]
    exact Finset.sum_congr rfl fun k _ => by ring
  refine ⟨?_, ?_, ?_⟩
  · ext i j
    simp only [exchange, transpose_apply, Matrix.add_apply, Matrix.sub_apply,
      Matrix.smul_apply, vecMulVec_apply, smul_eq_mul]
    rw [hs.apply i j]; ring
  · simp only [exchange, mul_add, add_mul, mul_sub, sub_mul, Matrix.smul_mul, Matrix.mul_smul,
      hi, hL, hR, hV, hu, hw, huw, hwu]
    generalize (u ⬝ᵥ u)⁻¹ = α at hα ⊢
    generalize (w ⬝ᵥ w)⁻¹ = β at hβ ⊢
    linear_combination (norm := module) (α * hα) • vecMulVec u u
      - (β * hα) • (vecMulVec u w + vecMulVec w u) + (β * hβ) • vecMulVec w w
  · simp only [exchange, trace_add, trace_sub, trace_smul, trace_vecMulVec, smul_eq_mul,
      hα, hβ, ht]
    ring
```

## A local minimum obeys the aufbau condition

`IsLocalMinOn` says that $\operatorname{Tr}(HP)\le\operatorname{Tr}(HQ)$ for all projectors $Q$ sufficiently close to $P$ in the usual matrix topology. Membership of $P$ itself is the separate hypothesis `hP`.

If $u=0$, the condition is trivial. Otherwise mix a virtual orbital into $u$: $w=u+tv$. Since $u\cdot v=0$, we have $w\cdot w=u\cdot u+t^2\,v\cdot v$, and the energy changes by
$$\frac{w\cdot Hw}{w\cdot w}-\frac{u\cdot Hu}{u\cdot u}=\frac{2tB+t^2k}{(u\cdot u)(w\cdot w)},$$
$$B=(u\cdot Hv)(u\cdot u),\qquad k=(v\cdot Hv)(u\cdot u)-(u\cdot Hu)(v\cdot v).$$
For small $t$ the numerator is nonnegative, and it vanishes at $t=0$. Its derivative there, $2B$, must be zero, so $u\cdot Hv=0$. What remains is $t^2k\ge0$ for some $t>0$, hence $k\ge0$.

In the proof, `ht` shows that the path stays among the projectors and tends to $P$, `he` is the inequality for the numerator, and `hd` and `hl` supply the derivative argument.

```lean
/-- For a real symmetric Hamiltonian, a local minimiser of the energy among `N`-electron
projectors obeys the aufbau condition. -/
theorem aufbau_of_localMin {N : ℕ} {H P : Matrix n n ℝ} (hH : H.IsSymm)
    (hP : P ∈ projectors N)
    (hmin : IsLocalMinOn (fun Q => (H * Q).trace) (projectors N) P) : IsAufbau H P := by
  intro u v hu hv
  by_cases h0 : u = 0
  · simp [h0]
  have nn (x : n → ℝ) : 0 ≤ x ⬝ᵥ x := Finset.sum_nonneg fun i _ => mul_self_nonneg (x i)
  have hp : 0 < u ⬝ᵥ u := lt_of_le_of_ne (nn u) fun h => h0 (dotProduct_self_eq_zero.1 h.symm)
  have hvu : v ⬝ᵥ u = 0 := by
    have h := element_symm hP.1 v u
    rwa [hu, hv, dotProduct_zero] at h
  have hww (t : ℝ) : (u + t • v) ⬝ᵥ (u + t • v) = u ⬝ᵥ u + t ^ 2 * (v ⬝ᵥ v) := by
    simp only [add_dotProduct, dotProduct_add, smul_dotProduct, dotProduct_smul, smul_eq_mul,
      dotProduct_comm u v, hvu]
    ring
  have hpos (t : ℝ) : 0 < u ⬝ᵥ u + t ^ 2 * (v ⬝ᵥ v) :=
    add_pos_of_pos_of_nonneg hp (mul_nonneg (sq_nonneg t) (nn v))
  -- mix the virtual orbital v into u with amplitude t
  have hc : Continuous fun t : ℝ => exchange P u (u + t • v) := by
    refine continuous_matrix fun i j => ?_
    simp only [exchange, hww, Matrix.add_apply, Matrix.sub_apply, Matrix.smul_apply,
      vecMulVec_apply, Pi.add_apply, Pi.smul_apply, smul_eq_mul]
    exact continuous_const.add (Continuous.mul
      (Continuous.inv₀ (by fun_prop) fun t => (hpos t).ne') (by fun_prop))
  have ht : Tendsto (fun t : ℝ => exchange P u (u + t • v)) (𝓝 0) (𝓝[projectors N] P) := by
    refine tendsto_nhdsWithin_iff.2 ⟨?_, Eventually.of_forall fun t => exchange_mem hP hu
      (by rw [mulVec_add, mulVec_smul, hu, hv, smul_zero, add_zero]) h0⟩
    have h := hc.tendsto 0
    have e : exchange P u (u + (0 : ℝ) • v) = P := by simp [exchange]
    rwa [e] at h
  have hm : ∀ᶠ Q in 𝓝[projectors N] P, (H * P).trace ≤ (H * Q).trace := hmin
  have he : ∀ᶠ t in 𝓝 (0 : ℝ), 0 ≤ 2 * t * ((u ⬝ᵥ H *ᵥ v) * (u ⬝ᵥ u)) + t ^ 2 *
      ((v ⬝ᵥ H *ᵥ v) * (u ⬝ᵥ u) - (u ⬝ᵥ H *ᵥ u) * (v ⬝ᵥ v)) := by
    refine (ht.eventually hm).mono fun t h => ?_
    simp only [exchange, hww, mul_add, mul_sub, Matrix.mul_smul, mul_vecMulVec, trace_add,
      trace_sub, trace_smul, trace_vecMulVec, smul_eq_mul] at h
    rw [dotProduct_comm (H *ᵥ u) u, dotProduct_comm (H *ᵥ (u + t • v))] at h
    have h' : (u ⬝ᵥ H *ᵥ u) / (u ⬝ᵥ u) ≤
        ((u + t • v) ⬝ᵥ H *ᵥ (u + t • v)) / (u ⬝ᵥ u + t ^ 2 * (v ⬝ᵥ v)) := by
      rw [div_eq_inv_mul, div_eq_inv_mul]; linarith
    rw [div_le_div_iff₀ hp (hpos t)] at h'
    simp only [mulVec_add, mulVec_smul, add_dotProduct, dotProduct_add, smul_dotProduct,
      dotProduct_smul, smul_eq_mul, element_symm hH v u] at h'
    linarith
  generalize hB : (u ⬝ᵥ H *ᵥ v) * (u ⬝ᵥ u) = B at he
  generalize hk : (v ⬝ᵥ H *ᵥ v) * (u ⬝ᵥ u) - (u ⬝ᵥ H *ᵥ u) * (v ⬝ᵥ v) = k at he
  -- first order: no coupling; second order: ordered energies
  have hd : HasDerivAt (fun t : ℝ => 2 * t * B + t ^ 2 * k) (2 * B) 0 :=
    ((((hasDerivAt_id' (0 : ℝ)).const_mul 2).mul_const B).fun_add
      (((hasDerivAt_id' (0 : ℝ)).fun_pow 2).mul_const k)).congr_deriv (by simp)
  have hl : IsLocalMin (fun t : ℝ => 2 * t * B + t ^ 2 * k) 0 :=
    he.mono fun t h => by simpa using h
  have hB0 : B = 0 := by linarith [hl.hasDerivAt_eq_zero hd]
  obtain ⟨t, h, h1⟩ := ((he.filter_mono nhdsWithin_le_nhds).and
    (eventually_mem_nhdsWithin : ∀ᶠ t in 𝓝[>] (0 : ℝ), t ∈ Set.Ioi 0)).exists
  rw [hB0, mul_zero, zero_add] at h
  have hk0 : 0 ≤ k := (mul_nonneg_iff_of_pos_left (pow_pos h1 2)).1 h
  exact ⟨(mul_eq_zero.1 (hB.trans hB0)).resolve_right hp.ne', by linarith⟩
```

For arbitrary real $H$ the decoupling can fail. Take $H=\begin{pmatrix}0&1\\-1&0\end{pmatrix}$ and $N=1$. Then $\operatorname{Tr}(HQ)=0$ for every symmetric $Q$, so every projector is a minimiser, yet the two basis vectors have $u\cdot Hv=1$. The statement about minima survives, because $\operatorname{Tr}(HQ)$ sees only the symmetric part of $H$.

## The aufbau condition gives the global minimum

Let $A,B$ be symmetric idempotents and let $M$ commute with $A$. If $x_i$ are the columns of $AB$, written `(A * B)ᵀ i` in Lean, then
$$\sum_i x_i\cdot Mx_i=\operatorname{Tr}(BAMAB)=\operatorname{Tr}(AMAB)=\operatorname{Tr}(MAB).$$

```lean
/-- Let `A` and `B` be symmetric idempotents and let `M` commute with `A`. Then the numbers `x·Mx`,
summed over the (unnormalised) columns `x` of `AB`, give `Tr(MAB)`. -/
theorem sum_columns {A B M : Matrix n n ℝ} (hA : Aᵀ = A) (hA2 : A * A = A) (hB : Bᵀ = B)
    (hB2 : B * B = B) (hc : M * A = A * M) :
    ∑ i, (A * B)ᵀ i ⬝ᵥ M *ᵥ (A * B)ᵀ i = (M * A * B).trace := by
  have e (X : Matrix n n ℝ) : ∑ i, Xᵀ i ⬝ᵥ M *ᵥ Xᵀ i = (Xᵀ * (M * X)).trace := by
    simp only [trace, diag_apply, mul_apply, transpose_apply, dotProduct, mulVec]
  rw [e, transpose_mul, hA, hB, Matrix.mul_assoc, trace_mul_comm]
  congr 1
  calc A * (M * (A * B)) * B = A * M * A * (B * B) := by simp only [Matrix.mul_assoc]
    _ = M * A * B := by rw [← hc, hB2, Matrix.mul_assoc M A A, hA2]
```

The columns of $P$ are occupied and those of $1-P$ virtual, so decoupling gives $PH(1-P)=0$, or $PH=PHP$. Transposing gives $HP=PHP$, so $H$ commutes with $P$.

For any competitor $Q$, let $x_i$ be the columns of $P(1-Q)$ and $y_j$ those of $(1-P)Q$. The column formula with $M=H$ gives
$$E_X=\sum_i x_i\cdot Hx_i=\operatorname{Tr}(HP)-\operatorname{Tr}(HPQ),$$
$$E_Y=\sum_j y_j\cdot Hy_j=\operatorname{Tr}(HQ)-\operatorname{Tr}(HPQ).$$
Thus $\operatorname{Tr}(HQ)-\operatorname{Tr}(HP)=E_Y-E_X$. With $M=1$, both sets have the same total weight
$$W=\sum_i x_i\cdot x_i=\sum_j y_j\cdot y_j=N-\operatorname{Tr}(PQ).$$
Each $x_i$ is occupied and each $y_j$ virtual. Summing the aufbau inequality over all pairs (`pair` in the code) gives $E_XW\le WE_Y$. If $W>0$, divide by it; if $W=0$, all columns vanish and $E_X=E_Y=0$. No diagonalisation of $H$ is needed.

```lean
/-- For a real symmetric Hamiltonian, an `N`-electron projector that obeys the aufbau condition
has the lowest energy of all `N`-electron projectors. -/
theorem globalMin_of_aufbau {N : ℕ} {H P : Matrix n n ℝ} (hH : H.IsSymm)
    (hP : P ∈ projectors N) (hA : IsAufbau H P) :
    IsMinOn (fun Q => (H * Q).trace) (projectors N) P := by
  classical
  intro Q hQ
  change (H * P).trace ≤ (H * Q).trace
  obtain ⟨hs, hi, ht⟩ := hP
  obtain ⟨ks, ki, kt⟩ := hQ
  have col (X : Matrix n n ℝ) (i : n) : P *ᵥ Xᵀ i = (P * X)ᵀ i := by
    ext k
    simp only [mulVec, dotProduct, mul_apply, transpose_apply]
  have hv : P * (1 - P) = 0 := by rw [mul_sub, mul_one, hi, sub_self]
  -- without occupied-virtual coupling H commutes with P
  have h0 : Pᵀ * (H * (1 - P)) = 0 := by
    ext i j
    have h := (hA (Pᵀ i) ((1 - P)ᵀ j) (by rw [col, hi]) (by rw [col, hv]; rfl)).1
    generalize 1 - P = R at h ⊢
    simpa only [mul_apply, transpose_apply, dotProduct, mulVec, Matrix.zero_apply] using h
  have h1 : P * H = P * H * P := by
    have e : P * (H * (1 - P)) = P * H - P * H * P := by noncomm_ring
    rw [hs.eq, e] at h0
    exact sub_eq_zero.1 h0
  have h2 : H * P = P * H := by
    have e := congrArg transpose h1
    simp only [transpose_mul, hH.eq, hs.eq] at e
    rw [h1, Matrix.mul_assoc]
    exact e
  have pT : (1 - P)ᵀ = 1 - P := by rw [transpose_sub, transpose_one, hs.eq]
  have qT : (1 - Q)ᵀ = 1 - Q := by rw [transpose_sub, transpose_one, ks.eq]
  have p2 := (show IsIdempotentElem P from hi).one_sub.eq
  have q2 := (show IsIdempotentElem Q from ki).one_sub.eq
  have xH := sum_columns hs.eq hi qT q2 h2
  have yH := sum_columns (M := H) pT p2 ks.eq ki (by rw [mul_sub, sub_mul, h2, mul_one, one_mul])
  have xN := sum_columns (M := 1) hs.eq hi qT q2 (by rw [one_mul, mul_one])
  have yN := sum_columns (M := 1) pT p2 ks.eq ki (by rw [one_mul, mul_one])
  have hX : P * (P * (1 - Q)) = P * (1 - Q) := by rw [← Matrix.mul_assoc, hi]
  have hY : P * ((1 - P) * Q) = 0 := by rw [← Matrix.mul_assoc, hv, Matrix.zero_mul]
  generalize P * (1 - Q) = X at xH xN hX
  generalize (1 - P) * Q = Y at yH yN hY
  simp only [mul_sub, sub_mul, mul_one, one_mul, trace_sub, one_mulVec] at xH yH xN yN
  have eq : ∑ i, Yᵀ i ⬝ᵥ Yᵀ i = ∑ i, Xᵀ i ⬝ᵥ Xᵀ i := by rw [xN, yN, ht, kt]
  -- sum the aufbau inequality over all pairs of a column of X and a column of Y
  have pair : (∑ i, Xᵀ i ⬝ᵥ H *ᵥ Xᵀ i) * ∑ j, Yᵀ j ⬝ᵥ Yᵀ j ≤
      (∑ i, Xᵀ i ⬝ᵥ Xᵀ i) * ∑ j, Yᵀ j ⬝ᵥ H *ᵥ Yᵀ j := by
    rw [Finset.sum_mul_sum, Finset.sum_mul_sum]
    exact Finset.sum_le_sum fun i _ => Finset.sum_le_sum fun j _ =>
      (hA (Xᵀ i) (Yᵀ j) (by rw [col, hX]) (by rw [col, hY]; rfl)).2.trans_eq (mul_comm _ _)
  have nn (x : n → ℝ) : 0 ≤ x ⬝ᵥ x := Finset.sum_nonneg fun i _ => mul_self_nonneg (x i)
  have van (Z : Matrix n n ℝ) (hZ : ∑ i, Zᵀ i ⬝ᵥ Zᵀ i = 0) :
      ∑ i, Zᵀ i ⬝ᵥ H *ᵥ Zᵀ i = 0 := Finset.sum_eq_zero fun i hi' => by
    have h := (Finset.sum_eq_zero_iff_of_nonneg fun i _ => nn (Zᵀ i)).1 hZ i hi'
    rw [dotProduct_self_eq_zero.1 h, zero_dotProduct]
  rcases (Finset.sum_nonneg fun i (_ : i ∈ Finset.univ) => nn (Xᵀ i)).eq_or_lt with hz | hpos
  · linarith [van X hz.symm, van Y (eq.trans hz.symm)]
  · rw [eq, mul_comm] at pair
    linarith [le_of_mul_le_mul_left pair hpos]
```

Combining the two implications gives the result; `IsMinOn` compares $P$ with every $N$-electron projector.

```lean
/-- For a fixed real symmetric Hamiltonian, every local minimiser of `Tr(HQ)` among `N`-electron
projectors is a global minimiser. -/
theorem no_spurious_minima {N : ℕ} {H P : Matrix n n ℝ} (hH : H.IsSymm)
    (hP : P ∈ projectors N)
    (hmin : IsLocalMinOn (fun Q => (H * Q).trace) (projectors N) P) :
    IsMinOn (fun Q => (H * Q).trace) (projectors N) P :=
  globalMin_of_aufbau hH hP (aufbau_of_localMin hH hP hmin)
```

For non-interacting electrons with a real symmetric Hamiltonian in a finite basis, a direct minimisation over all $N$-electron projectors that has reached a true local minimum has therefore found the lowest energy in that basis. For a real symmetric Fock matrix $F$ held frozen, it has found the lowest value of $\operatorname{Tr}(FQ)$, the sum of the occupied orbital energies, which is not the Hartree–Fock energy. The theorem does not exclude saddle points, at which an algorithm may stall.

## A density-dependent potential can create a false minimum

Now add to a fixed one-electron Hamiltonian $h$ a potential $G(D)$ that depends linearly on the density matrix $D$, as in Hartree–Fock. The energy is
$$E(D)=\operatorname{Tr}(hD)+\tfrac12\operatorname{Tr}(G(D)D).$$

```lean
/-- The mean-field energy `Tr(hD) + Tr(G(D)D)/2` with a density-dependent potential `G`. -/
def meanFieldEnergy (h : Matrix n n ℝ) (G : Matrix n n ℝ → Matrix n n ℝ)
    (D : Matrix n n ℝ) : ℝ :=
  (h * D).trace + (G D * D).trace / 2
```

Take two uncoupled levels, $h=\operatorname{diag}(1,-1)$.

```lean
/-- The one-electron Hamiltonian of two uncoupled levels with energies `1` and `-1`. -/
def levels : Matrix (Fin 2) (Fin 2) ℝ := !![1, 0; 0, -1]
```

With $m=\operatorname{Tr}(hD)=D_{00}-D_{11}$, choose $G(D)=-2m\,h$. This postulated attraction stands for a self-reinforcing polarisation: it lowers whichever level is more occupied. It is a toy mean field with self-interaction, unlike Hartree–Fock for one electron, where Coulomb and exchange cancel.

```lean
/-- A potential, linear in the density, that lowers whichever level is more occupied. -/
def attraction (D : Matrix (Fin 2) (Fin 2) ℝ) : Matrix (Fin 2) (Fin 2) ℝ :=
  (-2 * (levels * D).trace) • levels
```

The energy is $E=m-m^2$. Filling the upper level gives $m=1$ and $E=0$; filling the lower gives $m=-1$ and $E=-2$. For any one-electron projector, $D_{00}=D_{00}^2+D_{01}^2$ implies $D_{00}\le1$, so $m=2D_{00}-1\le1$. Near the upper-level state $m>0$, hence $E=m(1-m)\ge0$. That state is a local minimum but not a global one, so the conclusion can fail once the Hamiltonian is no longer fixed.

```lean
/-- With a density-dependent potential false minima can occur: for one electron in two levels with
`attraction`, filling the upper level is a local but not a global minimum. -/
theorem spurious_minimum_meanField :
    !![1, 0; 0, 0] ∈ projectors (n := Fin 2) 1 ∧
    IsLocalMinOn (meanFieldEnergy levels attraction) (projectors 1) !![1, 0; 0, 0] ∧
    ¬ IsMinOn (meanFieldEnergy levels attraction) (projectors 1) !![1, 0; 0, 0] := by
  have hl (D : Matrix (Fin 2) (Fin 2) ℝ) : (levels * D).trace = D 0 0 - D 1 1 := by
    rw [trace_fin_two, mul_apply, mul_apply, Fin.sum_univ_two, Fin.sum_univ_two]
    simp [levels, sub_eq_add_neg]
  have hE (D : Matrix (Fin 2) (Fin 2) ℝ) : meanFieldEnergy levels attraction D
      = (D 0 0 - D 1 1) - (D 0 0 - D 1 1) ^ 2 := by
    simp only [meanFieldEnergy, attraction, Matrix.smul_mul, trace_smul, hl, smul_eq_mul]
    ring
  have hm (a b : ℝ) (ha : a * a = a) (hb : b * b = b) (h : a + b = 1) :
      !![a, 0; 0, b] ∈ projectors (n := Fin 2) 1 := by
    refine ⟨?_, ?_, by simp [trace_fin_two, h]⟩
    · ext i j; fin_cases i <;> fin_cases j <;> simp
    · ext i j; fin_cases i <;> fin_cases j <;> simp [mul_apply, Fin.sum_univ_two, ha, hb]
  have e0 : meanFieldEnergy levels attraction !![1, 0; 0, 0] = 0 := by rw [hE]; simp
  refine ⟨hm 1 0 (by norm_num) (by norm_num) (by norm_num), ?_, fun h => ?_⟩
  · have hc : Continuous fun D : Matrix (Fin 2) (Fin 2) ℝ => D 0 0 - D 1 1 :=
      (continuous_id.matrix_elem 0 0).sub (continuous_id.matrix_elem 1 1)
    have hn : ∀ᶠ D in 𝓝 (!![1, 0; 0, 0] : Matrix (Fin 2) (Fin 2) ℝ), 0 < D 0 0 - D 1 1 :=
      (isOpen_lt continuous_const hc).mem_nhds (by simp)
    change ∀ᶠ D in 𝓝[projectors 1] (!![1, 0; 0, 0] : Matrix (Fin 2) (Fin 2) ℝ),
      meanFieldEnergy levels attraction !![1, 0; 0, 0] ≤ meanFieldEnergy levels attraction D
    filter_upwards [self_mem_nhdsWithin, mem_nhdsWithin_of_mem_nhds hn] with D hD hpos
    obtain ⟨hs, hi, ht⟩ := hD
    have hpos' : 0 < D 0 0 - D 1 1 := hpos
    have h00 := congrFun (congrFun hi 0) 0
    rw [mul_apply, Fin.sum_univ_two, hs.apply 0 1] at h00
    rw [trace_fin_two, Nat.cast_one] at ht
    -- occupations of a projector do not exceed one
    have hle : D 0 0 ≤ 1 := by nlinarith [sq_nonneg (D 0 1), sq_nonneg (D 0 0 - 1)]
    have hz : 0 ≤ 1 - (D 0 0 - D 1 1) := by linarith
    rw [e0, hE]
    nlinarith [mul_nonneg hpos'.le hz]
  · have h1 : meanFieldEnergy levels attraction !![1, 0; 0, 0]
        ≤ meanFieldEnergy levels attraction !![0, 0; 0, 1] :=
      h (hm 0 1 (by norm_num) (by norm_num) (by norm_num))
    rw [e0, hE] at h1
    norm_num at h1

end

end DirectMinimization
```

```lean
#print axioms DirectMinimization.no_spurious_minima
-- 'DirectMinimization.no_spurious_minima' depends on axioms: [propext, Classical.choice, Quot.sound]
#print axioms DirectMinimization.spurious_minimum_meanField
-- 'DirectMinimization.spurious_minimum_meanField' depends on axioms: [propext, Classical.choice, Quot.sound]
```
